# A slab with a critical wavenumber has reflection zeros spaced by less than π/d in the outside normal wavenumber

## Waves, wavenumbers and fringe positions

A uniform slab fills $0\le x\le d$, with the same empty medium on both sides. All wavenumbers are components normal to the faces: $q$ outside the slab and $p$ inside it. The critical wavenumber $c$ is a given constant with $p^2=q^2-c^2$. It stands for the optical contrast of the slab for X-rays or neutrons, or for the height of a square barrier in quantum mechanics.

```lean
import Mathlib

open Complex Filter Topology
open scoped Real

namespace KiessigFringes

noncomputable section
```

In each region the field is a sum of two counter-propagating plane waves, $a e^{ikx}+b e^{-ikx}$, with complex amplitudes and real $k$.

```lean
/-- Superposition of a right-moving plane wave of amplitude `a` and a left-moving one of
amplitude `b`, both with wavenumber `k`. -/
def wave (k : ℝ) (a b : ℂ) (x : ℝ) : ℂ :=
  a * exp (I * k * x) + b * exp (-(I * k * x))
```

The incident wave has amplitude $1$ and the reflected wave amplitude $r$. Inside, the amplitudes are $A$ and $B$; behind the slab there is only a transmitted wave $t$. `Matched` says that values and derivatives agree at both faces.

```lean
/-- Values and derivatives match at the faces `0` and `d` of the slab: incident amplitude `1` and
reflected amplitude `r` in front, amplitudes `A` and `B` inside, transmitted amplitude `t` behind.
The wavenumber is `q` outside and `p` inside. -/
def Matched (d q p : ℝ) (r A B t : ℂ) : Prop :=
  wave q 1 r 0 = wave p A B 0 ∧ deriv (wave q 1 r) 0 = deriv (wave p A B) 0 ∧
  wave p A B d = wave q t 0 d ∧ deriv (wave p A B) d = deriv (wave q t 0) d
```

The inside wavenumber $p=\sqrt{q^2-c^2}$ is `inside c q`.

```lean
/-- Wavenumber inside the slab, for outside wavenumber `q ≥ c ≥ 0`. -/
def inside (c q : ℝ) : ℝ := √(q ^ 2 - c ^ 2)
```

The candidate fringe positions are $q_m=\sqrt{c^2+(m\pi/d)^2}$.

```lean
/-- The outside wavenumber `q_m` of fringe order `m`, for thickness `d > 0`. -/
def fringe (c d : ℝ) (m : ℕ) : ℝ := √(c ^ 2 + (m * (π / d)) ^ 2)
```

With $E=e^{ipd}$ and $F=e^{-ipd}$, the determinant that decides whether the matching problem has exactly one solution is, up to a nonzero factor, $D=(q+p)^2F-(q-p)^2E$.

```lean
/-- The determinant of the matching problem. -/
def slabDet (d q p : ℝ) : ℂ :=
  ((q : ℂ) + p) ^ 2 * exp (-(I * p * d)) - ((q : ℂ) - p) ^ 2 * exp (I * p * d)
```

Here $q$ is half the usual momentum transfer $Q$, so a spacing $\pi/d$ in $q$ is $2\pi/d$ in $Q$. The model has sharp faces, no absorption and no substrate. For X-rays it describes s polarisation, with the electric field parallel to the faces. Kiessig fringes are mostly recorded from films on substrates, where the minima need not be zeros; for the free-standing slab they are.

## Matching at both faces

The hypothesis `Matched` is the wave equation's continuity condition. By hand, one first differentiates: the derivative of the wave is $ik(ae^{ikx}-be^{-ikx})$.

```lean
/-- The derivative of a superposition of two counter-propagating plane waves. -/
theorem deriv_wave (k : ℝ) (a b : ℂ) (x : ℝ) :
    deriv (wave k a b) x = I * k * (a * exp (I * k * x) - b * exp (-(I * k * x))) := by
  have h0 : HasDerivAt (fun y : ℝ => (y : ℂ)) 1 x := by
    simpa using (hasDerivAt_id x).ofReal_comp
  have h := h0.const_mul (I * (k : ℂ))
  have key := (h.cexp.const_mul a).fun_add (h.fun_neg.cexp.const_mul b)
  have hw : HasDerivAt (wave k a b)
      (I * k * (a * exp (I * k * x) - b * exp (-(I * k * x)))) x :=
    key.congr_deriv (by ring)
  exact hw.deriv
```

The four conditions become

$$1+r=A+B,\qquad q(1-r)=p(A-B),$$
$$AE+BF=te^{iqd},\qquad p(AE-BF)=q\,te^{iqd}.$$

In the proof, `simp only` inserts the derivatives and the common factor $i$ is cancelled.

```lean
/-- Matching at the two faces amounts to four linear equations for the amplitudes. -/
theorem matched_iff (d q p : ℝ) (r A B t : ℂ) :
    Matched d q p r A B t ↔
      1 + r = A + B ∧ q * (1 - r) = p * (A - B) ∧
      A * exp (I * p * d) + B * exp (-(I * p * d)) = t * exp (I * q * d) ∧
      p * (A * exp (I * p * d) - B * exp (-(I * p * d))) = q * (t * exp (I * q * d)) := by
  simp only [Matched, deriv_wave, wave, ofReal_zero, mul_zero, neg_zero, exp_zero, mul_one,
    zero_mul, add_zero, sub_zero]
  constructor
  · rintro ⟨h1, h2, h3, h4⟩
    exact ⟨h1, mul_left_cancel₀ I_ne_zero (by linear_combination h2), h3,
      mul_left_cancel₀ I_ne_zero (by linear_combination h4)⟩
  · rintro ⟨h1, h2, h3, h4⟩
    exact ⟨h1, by linear_combination I * h2, h3, by linear_combination I * h4⟩
```

The front face gives
$$2pA=(p+q)+(p-q)r,\qquad 2pB=(p-q)+(p+q)r.$$
Eliminating $t$ at the back face gives $(p-q)AE=(p+q)BF$. Multiplying by $2p$, inserting the inner amplitudes and collecting $r$ leads to
$$rD=(q^2-p^2)(F-E)=-2i(q^2-p^2)\sin(pd).$$

The steps `hA`, `hB` and `h5` below are these three relations, and the last `linear_combination` puts them together. No sign condition is needed yet.

```lean
/-- The reflected amplitude times the determinant is proportional to `sin (p d)` and to
`q² - p²`. -/
theorem reflection_formula {d q p : ℝ} {r A B t : ℂ} (h : Matched d q p r A B t) :
    r * slabDet d q p = ((q : ℂ) ^ 2 - p ^ 2) * (-2 * I * (Real.sin (p * d) : ℝ)) := by
  obtain ⟨h1, h2, h3, h4⟩ := (matched_iff d q p r A B t).mp h
  have hE : exp (I * p * d) = (Real.cos (p * d) : ℝ) + (Real.sin (p * d) : ℝ) * I := by
    rw [show I * (p : ℂ) * d = ((p * d : ℝ) : ℂ) * I by push_cast; ring,
      Complex.exp_mul_I, ← ofReal_cos, ← ofReal_sin]
  have hF : exp (-(I * p * d)) = (Real.cos (p * d) : ℝ) - (Real.sin (p * d) : ℝ) * I := by
    rw [show -(I * (p : ℂ) * d) = ((-(p * d) : ℝ) : ℂ) * I by push_cast; ring,
      Complex.exp_mul_I, ← ofReal_cos, ← ofReal_sin, Real.cos_neg, Real.sin_neg, ofReal_neg]
    ring
  have hdiff : exp (-(I * p * d)) - exp (I * p * d) = -2 * I * (Real.sin (p * d) : ℝ) := by
    rw [hE, hF]; ring
  rw [← hdiff, slabDet]
  -- inner amplitudes from the front face, then the condition at the back face
  have hA : 2 * p * A = (p + q) + (p - q) * r := by linear_combination -(p : ℂ) * h1 - h2
  have hB : 2 * p * B = (p - q) + (p + q) * r := by linear_combination -(p : ℂ) * h1 + h2
  have h5 : (p - q) * (A * exp (I * p * d)) = (p + q) * (B * exp (-(I * p * d))) := by
    linear_combination h4 - (q : ℂ) * h3
  linear_combination -2 * (p : ℂ) * h5 + ((p : ℂ) - q) * exp (I * p * d) * hA
    - ((p : ℂ) + q) * exp (-(I * p * d)) * hB
```

Without the derivative conditions, $r$ would be undetermined: for any $r$ one could choose $A+B=1+r$ and then $t$ to fit the back face.

## Positive wavenumbers inside and outside

The conditions $q>0$ and $p>0$ mean that the waves propagate in both media. They enter when one divides by $D$. Since $|E|=|F|=1$, the two terms of $D$ have moduli $(q+p)^2$ and $(q-p)^2$, which differ by $4pq>0$, so $D\ne0$. The proof takes norms in the same way and leaves the inequality to `nlinarith`.

```lean
/-- The determinant does not vanish for positive wavenumbers. -/
theorem slabDet_ne_zero (d : ℝ) {q p : ℝ} (hq : 0 < q) (hp : 0 < p) : slabDet d q p ≠ 0 := by
  intro h
  have hE : ‖exp (I * p * d)‖ = 1 := by simp [Complex.norm_exp]
  have hF : ‖exp (-(I * p * d))‖ = 1 := by simp [Complex.norm_exp]
  -- the two terms have different moduli
  have hn := congrArg norm (sub_eq_zero.mp h)
  rw [norm_mul, norm_mul, hE, hF, mul_one, mul_one, norm_pow, norm_pow, ← ofReal_add,
    ← ofReal_sub, norm_real, norm_real, Real.norm_eq_abs, Real.norm_eq_abs, sq_abs, sq_abs] at hn
  nlinarith [mul_pos hp hq]
```

A solution therefore exists. Put $s=2q/D$, $A=(p+q)Fs$ and $B=(p-q)Es$, then $r=A+B-1$ and $t=(AE+BF)e^{-iqd}$. The first and third equations hold by construction. The second reduces to $sD=2q$, and both sides of the fourth equal $2pq\,EFs$. The proof supplies these amplitudes and checks the equations by `linear_combination`.

```lean
/-- For positive wavenumbers the matching problem has a solution. -/
theorem exists_matched (d : ℝ) {q p : ℝ} (hq : 0 < q) (hp : 0 < p) :
    ∃ r A B t : ℂ, Matched d q p r A B t := by
  obtain ⟨s, hs⟩ : ∃ s : ℂ, s * slabDet d q p = 2 * q :=
    ⟨2 * q / slabDet d q p, div_mul_cancel₀ _ (slabDet_ne_zero d hq hp)⟩
  rw [slabDet] at hs
  have hG : exp (-(I * q * d)) * exp (I * q * d) = 1 := by
    rw [← Complex.exp_add, neg_add_cancel, Complex.exp_zero]
  set E := exp (I * p * d)
  set F := exp (-(I * p * d))
  let A : ℂ := (p + q) * F * s
  let B : ℂ := (p - q) * E * s
  refine ⟨A + B - 1, A, B, (A * E + B * F) * exp (-(I * q * d)),
    (matched_iff _ _ _ _ _ _ _).mpr ⟨by ring, ?_, ?_, ?_⟩⟩
  · simp only [A, B]
    linear_combination -hs
  · linear_combination -(A * E + B * F) * hG
  · simp only [A, B]
    linear_combination
      -(q : ℂ) * ((p + q) * F * s * E + (p - q) * E * s * F) * hG
```

At $p=0$ with $q>0$ existence fails. The inner field is then constant, so the front face requires $r=1$ and $A+B=2$, while the back face requires both $te^{iqd}=2$ and $t=0$. The true field at this edge is linear in $x$, which two plane waves of zero wavenumber cannot represent.

## Fringe order at least one

The order $m$ counts the half wavelengths that fit inside the slab. For $m\ge1$ and $d>0$, $m\pi/d$ is positive, so $q_m>c$ and
$$\sqrt{q_m^2-c^2}=m\pi/d.$$
In the proof, `hx` records this positivity, and `Real.sqrt_sq` removes the root.

```lean
/-- For `c > 0`, `d > 0` and `m ≥ 1` the fringe position lies above `c`, and the wavenumber inside
the slab is then `m π / d`. -/
theorem inside_fringe {c d : ℝ} (hc : 0 < c) (hd : 0 < d) {m : ℕ} (hm : 1 ≤ m) :
    c < fringe c d m ∧ inside c (fringe c d m) = m * (π / d) := by
  have hm' : (0 : ℝ) < m := by exact_mod_cast hm
  have hx : 0 < (m : ℝ) * (π / d) := by positivity
  constructor
  · exact (Real.lt_sqrt hc.le).mpr (by nlinarith [pow_pos hx 2])
  · rw [inside, fringe, Real.sq_sqrt (by positivity), add_sub_cancel_left, Real.sqrt_sq hx.le]
```

For $m=0$ the formula gives $q_0=c$. This is the edge $p=0$ just described, and the strict inequality $c<q_m$ is false there.

## Above the critical wavenumber, with finite thickness

The condition $q>c$ makes the inner wave propagate, and $d>0$ says that there is a slab. Together with $c>0$ they give the central statement: for every solution of the matching problem, $r=0$ exactly when $q=q_m$ for some $m\ge1$.

By hand, suppose $r=0$. Then $(q^2-p^2)\sin(pd)=0$. Since $q^2-p^2=c^2\ne0$, the sine vanishes and $pd=n\pi$ for an integer $n$. As $pd>0$, $n\ge1$. Hence $p=n\pi/d$ and $q=\sqrt{c^2+p^2}=q_n$. Conversely, at $q=q_m$ one has $pd=m\pi$, so $rD=0$, and $D\ne0$ gives $r=0$.

The proof has the same two directions. `Real.sin_eq_zero_iff` supplies the integer, `hnr` its sign, and `lift` turns it into a natural number. The converse uses `inside_fringe` and `slabDet_ne_zero`.

```lean
/-- A slab of thickness `d > 0` with outside wavenumber `q > c > 0` reflects nothing exactly when
`q` is one of the fringe positions `q_m` with `m ≥ 1`. -/
theorem reflectionless_iff {c d q : ℝ} {r A B t : ℂ} (hc : 0 < c) (hd : 0 < d) (hq : c < q)
    (h : Matched d q (inside c q) r A B t) :
    r = 0 ↔ ∃ m : ℕ, 1 ≤ m ∧ q = fringe c d m := by
  have hq0 : 0 < q := hc.trans hq
  have hpos : 0 < q ^ 2 - c ^ 2 := by nlinarith
  have hp : 0 < inside c q := Real.sqrt_pos.mpr hpos
  have hp2 : inside c q ^ 2 = q ^ 2 - c ^ 2 := Real.sq_sqrt hpos.le
  have hr := reflection_formula h
  constructor
  · intro h0
    rw [h0, zero_mul] at hr
    have hne : (q : ℂ) ^ 2 - (inside c q : ℂ) ^ 2 ≠ 0 := by
      have hreal : q ^ 2 - inside c q ^ 2 ≠ 0 := by
        rw [hp2]
        nlinarith [pow_pos hc 2]
      exact_mod_cast hreal
    have h1 := (mul_eq_zero.mp hr.symm).resolve_left hne
    have h2 := ofReal_eq_zero.mp ((mul_eq_zero.mp h1).resolve_left (by simp))
    -- the phase across the slab is a positive multiple of π
    obtain ⟨n, hn⟩ := Real.sin_eq_zero_iff.mp h2
    have hnr : (0 : ℝ) < n := by
      by_contra hle
      nlinarith [Real.pi_pos, mul_pos hp hd, not_lt.mp hle]
    have hn0 : 0 < n := by exact_mod_cast hnr
    lift n to ℕ using hn0.le
    rw [Int.cast_natCast] at hn
    have hpn : inside c q = n * (π / d) := by
      rw [← mul_div_assoc, eq_div_iff hd.ne']
      exact hn.symm
    refine ⟨n, by omega, ?_⟩
    rw [fringe, ← hpn, hp2, show c ^ 2 + (q ^ 2 - c ^ 2) = q ^ 2 by ring, Real.sqrt_sq hq0.le]
  · rintro ⟨m, hm, hqm⟩
    have hin : inside c q = m * (π / d) := by
      rw [hqm]
      exact (inside_fringe hc hd hm).2
    have hphase : inside c q * d = m * π := by
      rw [hin, mul_assoc, div_mul_cancel₀ _ hd.ne']
    rw [hphase, Real.sin_nat_mul_pi, ofReal_zero, mul_zero, mul_zero] at hr
    exact (mul_eq_zero.mp hr).resolve_right (slabDet_ne_zero d hq0 hp)
```

For $q<c$ the physical inner field is evanescent, while Lean's square root of a negative number is $0$, so `inside` no longer describes it. For $d=0$ there is no slab and $r=0$ at every $q>c$, so the zeros are no longer a discrete set.

The same equations describe a single particle passing over a one-dimensional square barrier, where the $q_m$ mark the energies of perfect transmission.

## Positive critical wavenumber and the compressed spacing

The condition $c>0$ says that the slab acts as a barrier, with a smaller wavenumber inside than outside. A slab with a larger wavenumber inside, such as a potential well, is not covered. At $c=0$ one has $p=q$, and $r=0$ for every $q>0$, so the characterisation of the zeros fails. The strict spacing bound fails too, because $q_m=m\pi/d$ is then equidistant.

For the bound, write $a=\pi/d$ and $x=ma$. The positions increase because $x$ does. Since $c>0$, $q_m>x$, and therefore
$$(q_m+a)^2=c^2+x^2+2aq_m+a^2>c^2+(x+a)^2=q_{m+1}^2.$$
Taking roots gives $q_{m+1}-q_m<a$. In the proof, `hlt` is the inequality $q_m>x$, and the last `nlinarith` compares the squares. The statement also admits $m=0$, where the lower position is the edge $c$.

```lean
/-- For `c > 0` and `d > 0` successive fringe positions increase by less than `π / d`. -/
theorem spacing_bounds {c d : ℝ} (hc : 0 < c) (hd : 0 < d) (m : ℕ) :
    0 < fringe c d (m + 1) - fringe c d m ∧
      fringe c d (m + 1) - fringe c d m < π / d := by
  have ha : 0 < π / d := by positivity
  have hx : 0 ≤ (m : ℝ) * (π / d) := by positivity
  have hcast : ((m + 1 : ℕ) : ℝ) * (π / d) = m * (π / d) + π / d := by push_cast; ring
  unfold fringe
  rw [hcast]
  generalize (m : ℝ) * (π / d) = x at hx ⊢
  generalize π / d = a at ha ⊢
  constructor
  · exact sub_pos.mpr (Real.sqrt_lt_sqrt (by positivity) (by nlinarith [mul_nonneg hx ha.le]))
  · have hlt : x < √(c ^ 2 + x ^ 2) := (Real.lt_sqrt hx).mpr (by nlinarith [pow_pos hc 2])
    have hs : √(c ^ 2 + x ^ 2) ^ 2 = c ^ 2 + x ^ 2 := Real.sq_sqrt (by positivity)
    rw [sub_lt_iff_lt_add', Real.sqrt_lt' (by positivity)]
    nlinarith [mul_pos ha (sub_pos.mpr hlt)]
```

The offset from equidistant positions is
$$\delta_m=q_m-ma=\frac{c^2}{q_m+ma}\to0,$$
because the denominator grows without bound. Hence $q_{m+1}-q_m=a+\delta_{m+1}-\delta_m\to a$. The proof establishes the limit of $\delta_m$ as `hδ`, shifts the index and subtracts. The limit itself would survive $c=0$, where every offset is zero.

```lean
/-- For `c > 0` and `d > 0` the fringe spacing tends to `π / d` at high order. -/
theorem spacing_tendsto {c d : ℝ} (hc : 0 < c) (hd : 0 < d) :
    Tendsto (fun m : ℕ => fringe c d (m + 1) - fringe c d m) atTop (𝓝 (π / d)) := by
  have ha : 0 < π / d := by positivity
  have hx : Tendsto (fun m : ℕ => (m : ℝ) * (π / d)) atTop atTop :=
    tendsto_natCast_atTop_atTop.atTop_mul_const ha
  -- the offset from the equidistant positions dies out
  have hδ : Tendsto (fun m : ℕ => fringe c d m - m * (π / d)) atTop (𝓝 0) := by
    have hsum : Tendsto (fun m : ℕ => fringe c d m + m * (π / d)) atTop atTop :=
      tendsto_atTop_mono (fun m => le_add_of_nonneg_left (Real.sqrt_nonneg _)) hx
    have hquot : Tendsto (fun m : ℕ => c ^ 2 / (fringe c d m + m * (π / d))) atTop (𝓝 0) :=
      tendsto_const_nhds.div_atTop hsum
    refine hquot.congr fun m => ?_
    have h1 : fringe c d m ^ 2 = c ^ 2 + (m * (π / d)) ^ 2 := Real.sq_sqrt (by positivity)
    have h2 : 0 < fringe c d m := Real.sqrt_pos.mpr (by positivity)
    rw [div_eq_iff (by positivity)]
    linear_combination -h1
  have h := ((hδ.comp (tendsto_add_atTop_nat 1)).sub hδ).add_const (π / d)
  rw [sub_zero, zero_add] at h
  refine h.congr fun m => ?_
  simp only [Function.comp_apply]
  push_cast
  ring
```

An uncorrected analysis takes $\pi/(q_{m+1}-q_m)$ as the thickness. As the spacing is positive and below $\pi/d$, this number exceeds $d$. Converted to inside wavenumbers, neighbouring fringes differ by exactly $(m+1)\pi/d-m\pi/d=\pi/d$, which returns $d$. The proof combines `spacing_bounds` with `inside_fringe` in the same way. In reflectivity analysis this means that, for an ideal lossless free-standing slab with known $c$, converting the fringe positions before taking differences removes the bias.

```lean
/-- For `c > 0`, `d > 0` and `m ≥ 1`, the thickness read off from the spacing of neighbouring
fringes exceeds `d`, while the spacing of the inside wavenumbers gives `d` exactly. -/
theorem thickness_from_fringes {c d : ℝ} (hc : 0 < c) (hd : 0 < d) {m : ℕ} (hm : 1 ≤ m) :
    d < π / (fringe c d (m + 1) - fringe c d m) ∧
      π / (inside c (fringe c d (m + 1)) - inside c (fringe c d m)) = d := by
  obtain ⟨h0, h1⟩ := spacing_bounds hc hd m
  constructor
  · rw [lt_div_iff₀ h0, mul_comm]
    exact (lt_div_iff₀ hd).mp h1
  · rw [(inside_fringe hc hd (Nat.le_succ_of_le hm)).2, (inside_fringe hc hd hm).2]
    have hstep : ((m + 1 : ℕ) : ℝ) * (π / d) - m * (π / d) = π / d := by push_cast; ring
    rw [hstep, div_eq_iff (by positivity), mul_div_cancel₀ _ hd.ne']

end

end KiessigFringes
```

```lean
#print axioms KiessigFringes.exists_matched
#print axioms KiessigFringes.reflectionless_iff
#print axioms KiessigFringes.spacing_tendsto
#print axioms KiessigFringes.thickness_from_fringes
```

```
'KiessigFringes.exists_matched' depends on axioms: [propext, Classical.choice, Quot.sound]
'KiessigFringes.reflectionless_iff' depends on axioms: [propext, Classical.choice, Quot.sound]
'KiessigFringes.spacing_tendsto' depends on axioms: [propext, Classical.choice, Quot.sound]
'KiessigFringes.thickness_from_fringes' depends on axioms: [propext, Classical.choice, Quot.sound]
```

## Three fringes in numbers

Take $c=1$ and $d=\pi$ in matching units, so that $\pi/d=1$ and $q_m=\sqrt{1+m^2}$. The first three zeros are $q_1=\sqrt2\approx1.414$, $q_2=\sqrt5\approx2.236$ and $q_3=\sqrt{10}\approx3.162$.

The spacings are about $0.822$ and $0.926$, both below $1$. The uncorrected thicknesses are about $1.217\,d$ and $1.080\,d$, so the error falls from 22% to 8% in one order. The inside wavenumbers are $\sqrt{2-1}=1$, $\sqrt{5-1}=2$ and $\sqrt{10-1}=3$. Their spacing is $1$, and $\pi/1=d$.
